# A spinless electron in a parabolic trap has negative orbital magnetization at every positive temperature and field

Put one electron in a planar parabolic trap of frequency \(w_0>0\), with a magnetic field \(B\) perpendicular to the plane, and set \(\hbar=m=e=1\). Keep only two levels, the ground level and one of the first excited levels:

\[
E_{00}=W,\qquad E_{01}=2W-\tfrac{B}{2},\qquad W(B)=\sqrt{w_0^2+B^2/4}.
\]

At \(B=0\) the slope of \(W\) is zero, so the second energy falls as the field is switched on. The two-level partition function therefore grows, and the truncated model has positive magnetization at weak field. Adding the partner level \(E_{10}=2W+B/2\) removes the linear term. The excited pair then contributes

\[
2e^{-2\beta W}\cosh(\beta B/2),
\]

where \(\beta>0\) is the inverse temperature. The first factor falls with \(B>0\) and the second grows. In the sum over all levels the fall wins:

\[
Z(B)=\frac{1}{D(B)},\qquad D(B)=2\cosh(\beta W)-2\cosh(\beta B/2)>0,
\]

and \(Z\) decreases strictly on \(B\ge 0\).

## Level sums in quantum-dot codes

A code that sums Boltzmann weights for a parabolic quantum dot can compare its non-interacting, spinless, one-electron limit with this closed form. All weights are positive, so a truncated sum lies below \(Z\). A positive magnetization at \(B>0\) in this limit signals an error; possible causes include a truncation like the one above, a wrong sign or factor, and rounding. In strong fields the two hyperbolic cosines nearly cancel. The factored form of \(D\) below avoids the loss of digits if its smaller frequency \(w_-=W-B/2\) is computed as \(w_0^2/(W+B/2)\), which is equal to it and involves no subtraction for \(B>0\).

## From the levels to the sign of the magnetization

**One oscillator.** For \(x>0\) the geometric series gives

\[
\sum_{n\ge0}e^{-x(n+1/2)}=\frac{e^{-x/2}}{1-e^{-x}}=\frac{1}{2\sinh(x/2)}.
\]

**Two oscillators.** The Fock-Darwin levels are

\[
E_{n_1n_2}=w_+(n_1+\tfrac12)+w_-(n_2+\tfrac12),\qquad w_\pm=W\pm B/2.
\]

Since \(W^2=w_0^2+B^2/4>B^2/4\), we have \(W>|B|/2\), and both frequencies are positive. The weights factor, so

\[
Z=\frac{1}{4\sinh(\beta w_+/2)\,\sinh(\beta w_-/2)}.
\]

With \(a=\beta w_+/2\) and \(b=\beta w_-/2\), we have \(a+b=\beta W\) and \(a-b=\beta B/2\). The identity \(\cosh(a+b)-\cosh(a-b)=2\sinh a\sinh b\) turns the denominator into \(D\), which is positive.

**Field derivative.** From \(dW/dB=B/(4W)\),

\[
D'(B)=\beta\left[\frac{B}{2W}\sinh(\beta W)-\sinh\frac{\beta B}{2}\right].
\]

**Convexity.** On the half line \(\sinh\) is strictly convex and vanishes at 0. For \(0<x<y\) its graph at \(x\) lies below the chord from 0 to \(y\):

\[
\sinh x<\frac{x}{y}\sinh y.
\]

For \(B>0\) take \(x=\beta B/2\) and \(y=\beta W\), so that \(x/y=B/(2W)\). The bracket is then positive and \(D'(B)>0\). As \(D\) is continuous at 0, it increases strictly on \(B\ge0\), and \(Z=1/D\) decreases strictly.

**Magnetization.** The free energy is \(F=-\log Z/\beta=\log D/\beta\), hence

\[
M=-\frac{dF}{dB}=-\frac{D'}{\beta D}=\frac{\sinh(\beta B/2)-\dfrac{B}{2W}\sinh(\beta W)}{D},
\]

which is negative for every \(B>0\).

## The Lean source

```lean
import Mathlib

open Set

namespace FockDarwinDiamagnetism

noncomputable section

/-- The hybrid frequency `W(B) = sqrt(w0² + B²/4)` of trap and magnetic field. -/
def hybridFreq (w0 B : ℝ) : ℝ := Real.sqrt (w0 ^ 2 + B ^ 2 / 4)

/-- The Fock-Darwin energy with `n.1` quanta of frequency `W + B/2` and `n.2` quanta of
frequency `W - B/2`, in units where `ħ`, the mass and the charge are one. -/
def energy (w0 B : ℝ) (n : ℕ × ℕ) : ℝ :=
  (hybridFreq w0 B + B / 2) * (n.1 + 1 / 2) + (hybridFreq w0 B - B / 2) * (n.2 + 1 / 2)

/-- The canonical partition function: the sum of Boltzmann weights over all levels when that sum
converges, and 0 otherwise. -/
def partitionFn (β w0 B : ℝ) : ℝ := ∑' n : ℕ × ℕ, Real.exp (-β * energy w0 B n)

/-- The free energy `F = -log Z / β`, for `β > 0` and `w0 ≠ 0`. -/
def freeEnergy (β w0 B : ℝ) : ℝ := -Real.log (partitionFn β w0 B) / β

/-- The orbital magnetization `M = -dF/dB`, for `β > 0` and `w0 ≠ 0`. -/
def magnetization (β w0 B : ℝ) : ℝ := -deriv (freeEnergy β w0) B

/-- The combination `2 cosh(βW) - 2 cosh(βB/2)`. -/
def denom (β w0 B : ℝ) : ℝ :=
  2 * Real.cosh (β * hybridFreq w0 B) - 2 * Real.cosh (β * B / 2)

/-- In a trap with `w0 > 0` the hybrid frequency exceeds `|B|/2`. -/
theorem half_field_lt {w0 : ℝ} (hw : 0 < w0) (B : ℝ) : |B / 2| < hybridFreq w0 B := by
  unfold hybridFreq
  apply Real.lt_sqrt_of_sq_lt
  rw [sq_abs]
  nlinarith [pow_pos hw 2]

/-- The Boltzmann weights of one oscillator with `x = β × frequency > 0` sum to
`1 / (2 sinh(x/2))`. -/
theorem oscillator_hasSum {x : ℝ} (hx : 0 < x) :
    HasSum (fun n : ℕ => Real.exp (-(x * (n + 1 / 2)))) (1 / (2 * Real.sinh (x / 2))) := by
  have geom : ∀ a r : ℝ, 0 ≤ r → r < 1 →
      HasSum (fun n : ℕ => a * r ^ n) (a * (1 - r)⁻¹) :=
    fun a r h0 h1 => (hasSum_geometric_of_lt_one h0 h1).mul_left a
  have hf : (fun n : ℕ => Real.exp (-(x * (n + 1 / 2))))
      = fun n : ℕ => Real.exp (-(x / 2)) * Real.exp (-x) ^ n := by
    funext n
    rw [← Real.exp_nat_mul, ← Real.exp_add, Real.exp_eq_exp]
    ring
  have e1 : Real.exp (-x) = Real.exp (-(x / 2)) * Real.exp (-(x / 2)) := by
    rw [← Real.exp_add, Real.exp_eq_exp]
    ring
  have e2 : Real.exp (x / 2) * Real.exp (-(x / 2)) = 1 := by
    rw [← Real.exp_add, add_neg_cancel, Real.exp_zero]
  have e3 : 1 - Real.exp (-x) = Real.exp (-(x / 2)) * (2 * Real.sinh (x / 2)) := by
    rw [Real.sinh_eq, e1]
    linear_combination -e2
  have hv : 1 / (2 * Real.sinh (x / 2)) = Real.exp (-(x / 2)) * (1 - Real.exp (-x))⁻¹ := by
    rw [e3, mul_inv, ← mul_assoc, mul_inv_cancel₀ (Real.exp_ne_zero _), one_mul, one_div]
  rw [hf, hv]
  exact geom _ _ (Real.exp_pos _).le (Real.exp_lt_one_iff.mpr (by linarith))

/-- For two independent systems whose nonnegative weights have convergent sums, the sum over joint
states converges to the product of the separate sums. -/
theorem independent_hasSum {f g : ℕ → ℝ} {s t : ℝ} (hf : HasSum f s) (hg : HasSum g t)
    (f0 : ∀ n, 0 ≤ f n) (g0 : ∀ n, 0 ≤ g n) :
    HasSum (fun n : ℕ × ℕ => f n.1 * g n.2) (s * t) :=
  hf.mul hg (hf.summable.mul_of_nonneg hg.summable f0 g0)

/-- For `β, w0 > 0` and any field, `2 cosh(βW) - 2 cosh(βB/2)` is positive and the Boltzmann
weights of the Fock-Darwin levels sum to its reciprocal. -/
theorem partition_closed_form {β w0 : ℝ} (hβ : 0 < β) (hw : 0 < w0) (B : ℝ) :
    0 < denom β w0 B ∧
      HasSum (fun n : ℕ × ℕ => Real.exp (-β * energy w0 B n)) (1 / denom β w0 B) := by
  obtain ⟨hl, hr⟩ := abs_lt.mp (half_field_lt hw B)
  have hp : 0 < β * (hybridFreq w0 B + B / 2) := mul_pos hβ (by linarith)
  have hm : 0 < β * (hybridFreq w0 B - B / 2) := mul_pos hβ (by linarith)
  -- the denominator factors into the two oscillator contributions
  have hfac : denom β w0 B = 4 * Real.sinh (β * (hybridFreq w0 B + B / 2) / 2)
      * Real.sinh (β * (hybridFreq w0 B - B / 2) / 2) := by
    have h1 : β * hybridFreq w0 B = β * (hybridFreq w0 B + B / 2) / 2
        + β * (hybridFreq w0 B - B / 2) / 2 := by ring
    have h2 : β * B / 2 = β * (hybridFreq w0 B + B / 2) / 2
        - β * (hybridFreq w0 B - B / 2) / 2 := by ring
    unfold denom
    rw [h1, h2, Real.cosh_add, Real.cosh_sub]
    ring
  have s1 := Real.sinh_pos_iff.mpr (half_pos hp)
  have s2 := Real.sinh_pos_iff.mpr (half_pos hm)
  refine ⟨by rw [hfac]; positivity, ?_⟩
  have hf : (fun n : ℕ × ℕ => Real.exp (-β * energy w0 B n)) = fun n : ℕ × ℕ =>
      Real.exp (-(β * (hybridFreq w0 B + B / 2) * (n.1 + 1 / 2)))
        * Real.exp (-(β * (hybridFreq w0 B - B / 2) * (n.2 + 1 / 2))) := by
    funext n
    rw [← Real.exp_add, Real.exp_eq_exp]
    unfold energy
    ring
  have hv : 1 / denom β w0 B = 1 / (2 * Real.sinh (β * (hybridFreq w0 B + B / 2) / 2))
      * (1 / (2 * Real.sinh (β * (hybridFreq w0 B - B / 2) / 2))) := by
    rw [hfac, div_mul_div_comm, one_mul]
    congr 1
    ring
  rw [hf, hv]
  exact independent_hasSum (oscillator_hasSum hp) (oscillator_hasSum hm)
    (fun _ => (Real.exp_pos _).le) (fun _ => (Real.exp_pos _).le)

/-- The function `sinh x / x` increases strictly: `y sinh x < x sinh y` for `0 < x < y`. -/
theorem sinh_slope {x y : ℝ} (hx : 0 < x) (hxy : x < y) :
    y * Real.sinh x < x * Real.sinh y := by
  have hy : 0 < y := hx.trans hxy
  have hc : StrictConvexOn ℝ (Ici (0 : ℝ)) Real.sinh := by
    apply strictConvexOn_of_deriv2_pos (convex_Ici 0) Real.continuous_sinh.continuousOn
    intro t ht
    rw [interior_Ici] at ht
    simpa [Function.iterate_succ] using ht
  -- compare the graph at x with the chord from 0 to y
  have h := hc.2 (mem_Ici.mpr le_rfl) (mem_Ici.mpr hy.le) hy.ne
    (sub_pos.mpr ((div_lt_one hy).mpr hxy)) (div_pos hx hy) (by ring)
  have e : x / y * y = x := by field_simp
  simp only [smul_eq_mul, mul_zero, zero_add, Real.sinh_zero, e] at h
  calc y * Real.sinh x < y * (x / y * Real.sinh y) := mul_lt_mul_of_pos_left h hy
    _ = (x / y * y) * Real.sinh y := by ring
    _ = x * Real.sinh y := by rw [e]

/-- For `w0 > 0`, the field derivative of `2 cosh(βW) - 2 cosh(βB/2)` is
`β (B sinh(βW) / (2W) - sinh(βB/2))`. -/
theorem denom_hasDerivAt (β : ℝ) {w0 : ℝ} (hw : 0 < w0) (B : ℝ) :
    HasDerivAt (denom β w0) (β * (B / (2 * hybridFreq w0 B) * Real.sinh (β * hybridFreq w0 B)
      - Real.sinh (β * B / 2))) B := by
  have h0 : HasDerivAt (fun b : ℝ => w0 ^ 2 + b ^ 2 / 4) (B / 2) B :=
    (((hasDerivAt_pow 2 B).div_const 4).const_add (w0 ^ 2)).congr_deriv (by norm_num; ring)
  have hW : HasDerivAt (hybridFreq w0) (B / (4 * hybridFreq w0 B)) B :=
    (h0.sqrt (by positivity)).congr_deriv (by unfold hybridFreq; ring)
  have h1 := (hW.const_mul β).cosh.const_mul (2 : ℝ)
  have h2 := (((hasDerivAt_id' B).const_mul β).div_const 2).cosh.const_mul (2 : ℝ)
  exact (h1.fun_sub h2).congr_deriv (by ring)

/-- For `β, w0, B > 0` one has `sinh(βB/2) < B sinh(βW) / (2W)`. -/
theorem field_term_lt {β w0 B : ℝ} (hβ : 0 < β) (hw : 0 < w0) (hB : 0 < B) :
    Real.sinh (β * B / 2) <
      B / (2 * hybridFreq w0 B) * Real.sinh (β * hybridFreq w0 B) := by
  have hlt : B / 2 < hybridFreq w0 B := (abs_lt.mp (half_field_lt hw B)).2
  have hW : 0 < hybridFreq w0 B := by linarith
  have h := sinh_slope (x := β * B / 2) (y := β * hybridFreq w0 B) (by positivity)
    (by nlinarith [mul_lt_mul_of_pos_left hlt hβ])
  rw [div_mul_eq_mul_div, lt_div_iff₀ (by positivity)]
  refine lt_of_mul_lt_mul_left ?_ hβ.le
  linarith

/-- For `β, w0 > 0` and any field, the magnetization is
`(sinh(βB/2) - B sinh(βW) / (2W)) / (2 cosh(βW) - 2 cosh(βB/2))`. -/
theorem magnetization_eq {β w0 : ℝ} (hβ : 0 < β) (hw : 0 < w0) (B : ℝ) :
    magnetization β w0 B = (Real.sinh (β * B / 2)
      - B / (2 * hybridFreq w0 B) * Real.sinh (β * hybridFreq w0 B)) / denom β w0 B := by
  have hF : freeEnergy β w0 = fun b => Real.log (denom β w0 b) / β := by
    funext b
    unfold freeEnergy partitionFn
    rw [(partition_closed_form hβ hw b).2.tsum_eq, one_div, Real.log_inv, neg_neg]
  have hd := ((denom_hasDerivAt β hw B).log
    (partition_closed_form hβ hw B).1.ne').div_const β
  have key : ∀ s d : ℝ, β * s / d / β = s / d := by
    intro s d
    rw [mul_div_assoc, mul_div_cancel_left₀ _ hβ.ne']
  unfold magnetization
  rw [hF, hd.deriv, key, ← neg_div, neg_sub]

/-- Orbital diamagnetism of a trapped electron: for `β, w0 > 0` the partition function decreases
strictly with the field on `B ≥ 0`, and the magnetization is negative at every `B > 0`. -/
theorem fockDarwin_diamagnetic {β w0 : ℝ} (hβ : 0 < β) (hw : 0 < w0) :
    StrictAntiOn (partitionFn β w0) (Ici 0) ∧ ∀ B, 0 < B → magnetization β w0 B < 0 := by
  constructor
  · have hmono : StrictMonoOn (denom β w0) (Ici 0) := by
      apply strictMonoOn_of_deriv_pos (convex_Ici 0)
      · exact fun b _ => (denom_hasDerivAt β hw b).continuousAt.continuousWithinAt
      · intro b hb
        rw [interior_Ici] at hb
        rw [(denom_hasDerivAt β hw b).deriv]
        exact mul_pos hβ (sub_pos.mpr (field_term_lt hβ hw hb))
    intro a ha b hb hab
    unfold partitionFn
    rw [(partition_closed_form hβ hw a).2.tsum_eq, (partition_closed_form hβ hw b).2.tsum_eq]
    exact one_div_lt_one_div_of_lt (partition_closed_form hβ hw a).1 (hmono ha hb hab)
  · intro B hB
    rw [magnetization_eq hβ hw B]
    exact div_neg_of_neg_of_pos (sub_neg.mpr (field_term_lt hβ hw hB))
      (partition_closed_form hβ hw B).1

end

end FockDarwinDiamagnetism
```

```lean
#print axioms FockDarwinDiamagnetism.fockDarwin_diamagnetic
-- 'FockDarwinDiamagnetism.fockDarwin_diamagnetic' depends on axioms: [propext, Classical.choice, Quot.sound]
```

## The theorems in physical terms

`hybridFreq` is \(W\), `denom` is \(D\), and `w0` is the trap frequency usually written \(\omega_0\). In these units `B` is also the cyclotron frequency. A level is a pair `n : ℕ × ℕ`, whose entries `n.1` and `n.2` are \(n_1\) and \(n_2\). `partitionFn` is the infinite sum of Boltzmann weights, and `magnetization` is minus the derivative of `freeEnergy` with respect to the field.

`partition_closed_form` says that, for positive `β` and `w0` and any real `B`, the denominator is positive and the weights sum to its reciprocal. The `HasSum` statement matters because Lean gives a divergent `∑'` the value 0. `magnetization_eq` gives the formula for \(M\), also at any real field. `fockDarwin_diamagnetic` states the strict decrease on `Ici 0`, the half line \(B\ge0\), and the negative sign of \(M\) for \(B>0\).

The hypothesis `0 < w0` stands for a confining trap. At \(w_0=0\) and \(B\ge0\) the frequency \(w_-\) vanishes and the sum diverges, so \(w_0\ne0\) is needed.

## How the lemmas divide the work

- `oscillator_hasSum` rewrites the weights as a geometric series. `independent_hasSum` multiplies two such sums, using nonnegative weights to secure convergence over pairs.
- `half_field_lt` supplies \(W>|B|/2\). Inside `partition_closed_form`, `hfac` is the factorization of \(D\).
- `sinh_slope` obtains strict convexity from the positive second derivative and compares the graph with the chord, in the form \(y\sinh x<x\sinh y\).
- `denom_hasDerivAt` is the chain rule, and `field_term_lt` is the substitution \(x=\beta B/2\), \(y=\beta W\).
- The main theorem passes from \(D'>0\) to monotonicity with `strictMonoOn_of_deriv_pos`, then takes reciprocals. The sign of \(M\) follows from `magnetization_eq` and `field_term_lt`.

## Where the model stops

The Fock-Darwin levels enter as the definition `energy`. Their derivation from the Hamiltonian of an electron in a parabolic potential and a uniform field is the step that links these theorems to a real dot, and it has to be supplied separately.

The result concerns one electron without spin. A Zeeman term adds a paramagnetic contribution that can change the sign of the total magnetization. Interactions, several electrons and anharmonic traps change the partition function, and the sign would need a new argument there. The theorems concern real numbers, so rounding and truncation errors in a program need their own estimates.
